# The energy of n noninteracting bosons in finitely many modes is at least n times the lowest one-particle energy

Suppose I model the modes as linear maps aᵢ and bᵢ on a complex inner product space that need not be complete, with bᵢ adjoint to aᵢ, so that unbounded ladder operators on a common invariant domain are allowed. For a Hermitian matrix M with lowest eigenvalue e, a normalised state of n noninteracting bosons should then have energy at least n e, and it should reach n e only if every orbital above the lowest level is empty. I have always read this off the diagonalised Hamiltonian. Can it be made rigorous, degenerate levels included, and checked by machine?

## Energy as a sum over orbital occupations

Yes, and the bound needs only the adjoint relation, not the commutation relations. Write

H = Σᵢⱼ Mᵢⱼ bᵢaⱼ,  N = Σᵢ bᵢaᵢ,

and let v be a unit vector with Nv = n v. Choose an orthonormal eigenbasis wₖ of M, with eigenvalues εₖ and components wₖ(i). Then

Mᵢⱼ = Σₖ εₖ wₖ(i) conj(wₖ(j)),  δᵢⱼ = Σₖ wₖ(i) conj(wₖ(j)).

The annihilation operator of orbital k is Aₖ = Σⱼ conj(wₖ(j)) aⱼ. Moving bᵢ to the left side of the inner product, which is antilinear in its first argument, gives

⟨v, Hv⟩ = Σᵢⱼ Mᵢⱼ ⟨aᵢv, aⱼv⟩ = Σₖ εₖ ‖Aₖv‖².

The same computation with the identity in place of M gives n = Σₖ ‖Aₖv‖². Hence the energy is real, and

⟨v, Hv⟩ − n e = Σₖ (εₖ − e) ‖Aₖv‖² ≥ 0.

If the excess vanishes, every term does, so for each k either εₖ = e or Aₖv = 0. Therefore

Σⱼ Mᵢⱼ aⱼv = Σₖ εₖ wₖ(i) Aₖv = e Σₖ wₖ(i) Aₖv = e aᵢv.

Now take any eigenvector w of M with eigenvalue ε > e, not necessarily from the chosen basis, and put A = Σⱼ conj(w(j)) aⱼ. Multiplying the last equation by conj(w(i)), summing over i and using Hermiticity gives ε Av = e Av, so Av = 0. Conversely, if all such A annihilate v, every term of the excess is zero.

Applying bᵢ to Σⱼ Mᵢⱼ aⱼv = e aᵢv and summing over i gives Hv = n e v. A state that attains the bound is thus an eigenstate of H.

## What the theorems say

`ground_energy_bound` states three things: the energy has zero imaginary part, its real part is at least `n * e`, and equality holds exactly when `mode w (fun j => a j v) = 0` for every eigenvector `w` with eigenvalue above `e`. `minimal_iff_eigenstate` adds that equality is equivalent to v being an eigenvector of H with eigenvalue n e.

- `ι` labels the finitely many modes, and `V` is the many-particle space.
- `hadj` is the adjoint relation between `a i` and `b i`, and `hM` says that M is Hermitian.
- `oneBody M b a` is H, and `totalNumber b a` is N.
- `IsFloor M e` says that e lies at or below every eigenvalue of M. The least eigenvalue qualifies, and so does any lower number.
- `n` is a real number, not assumed to be an integer.

Interactions and infinitely many orbitals are not covered, and no state attaining the bound is constructed. Bose statistics enter only in `eigenmode_commutator`, which assumes the commutation relations and proves AH − HA = εA: acting on an eigenstate of H, A lowers the energy by ε unless it gives zero.

In Lean 4 with Mathlib:

```lean
import Mathlib

open Matrix Finset
open scoped InnerProductSpace ComplexConjugate

namespace NoninteractingBosons

noncomputable section

variable {ι V W : Type*} [Fintype ι] [DecidableEq ι]

/-- The combination `∑ conj (w j) x j` of a family `x`; for annihilation operators it is
the annihilation operator of the orbital `w`. -/
def mode [AddCommGroup W] [Module ℂ W] (w : ι → ℂ) (x : ι → W) : W :=
  ∑ j, conj (w j) • x j

/-- The one-body Hamiltonian `∑ M i j b_i a_j`. -/
def oneBody [AddCommGroup V] [Module ℂ V] (M : Matrix ι ι ℂ)
    (b a : ι → Module.End ℂ V) : Module.End ℂ V :=
  ∑ i, ∑ j, M i j • (b i * a j)

/-- The total number operator `∑ b_i a_i`. -/
def totalNumber [AddCommGroup V] [Module ℂ V] (b a : ι → Module.End ℂ V) :
    Module.End ℂ V :=
  ∑ i, b i * a i

/-- The energy `e` does not exceed any real eigenvalue of the one-particle matrix `M`. -/
def IsFloor (M : Matrix ι ι ℂ) (e : ℝ) : Prop :=
  ∀ (ε : ℝ) (w : ι → ℂ), w ≠ 0 → M *ᵥ w = (ε : ℂ) • w → e ≤ ε

/-- A Hermitian one-particle matrix and the identity are both sums over eigenmodes. -/
theorem eigenmodes {M : Matrix ι ι ℂ} (hM : M.IsHermitian) :
    ∃ (ε : ι → ℝ) (w : ι → ι → ℂ),
      (∀ k, w k ≠ 0 ∧ M *ᵥ w k = (ε k : ℂ) • w k) ∧
      (∀ i j, M i j = ∑ k, (ε k : ℂ) * (w k i * conj (w k j))) ∧
      (∀ i j, (1 : Matrix ι ι ℂ) i j =
        ∑ k, ((1 : ℝ) : ℂ) * (w k i * conj (w k j))) := by
  let w : ι → ι → ℂ := fun k i => hM.eigenvectorBasis k i
  have hc : ∀ i j, (1 : Matrix ι ι ℂ) i j = ∑ k, w k i * conj (w k j) := by
    intro i j
    have h := hM.eigenvectorBasis.sum_inner_mul_inner
      (EuclideanSpace.single i (1 : ℂ)) (EuclideanSpace.single j (1 : ℂ))
    simp only [EuclideanSpace.inner_single_left, EuclideanSpace.inner_single_right,
      map_one, one_mul] at h
    refine Eq.trans ?_ h.symm
    by_cases hij : i = j
    · subst hij; simp
    · simp [hij, Ne.symm hij]
  have hv : ∀ k, M *ᵥ w k = (hM.eigenvalues k : ℂ) • w k := by
    intro k
    refine (hM.mulVec_eigenvectorBasis k).trans ?_
    ext i
    simp [w]
  refine ⟨hM.eigenvalues, w, fun k => ⟨fun h0 => ?_, hv k⟩, fun i j => ?_, fun i j => ?_⟩
  · have h1 := hM.eigenvectorBasis.orthonormal.1 k
    have hz : hM.eigenvectorBasis k = 0 := by
      ext i
      exact congrFun h0 i
    rw [hz] at h1
    simp at h1
  · calc M i j = ∑ l, M i l * (1 : Matrix ι ι ℂ) l j := by
          rw [← Matrix.mul_apply, Matrix.mul_one]
      _ = ∑ l, ∑ k, M i l * (w k l * conj (w k j)) := by simp_rw [hc, Finset.mul_sum]
      _ = ∑ k, ∑ l, M i l * (w k l * conj (w k j)) := Finset.sum_comm
      _ = _ := by
          refine Finset.sum_congr rfl fun k _ => ?_
          have h := congrFun (hv k) i
          simp only [Matrix.mulVec, dotProduct, Pi.smul_apply, smul_eq_mul] at h
          rw [← mul_assoc, ← h, Finset.sum_mul]
          exact Finset.sum_congr rfl fun l _ => by ring
  · rw [hc]
    simp

omit [DecidableEq ι] in
/-- A matrix given as a sum over modes acts on a family through its mode combinations. -/
theorem mode_expand [AddCommGroup W] [Module ℂ W] {M : Matrix ι ι ℂ} {c : ι → ℝ}
    {w : ι → ι → ℂ} (h : ∀ i j, M i j = ∑ k, (c k : ℂ) * (w k i * conj (w k j)))
    (x : ι → W) (i : ι) :
    ∑ j, M i j • x j = ∑ k, ((c k : ℂ) * w k i) • mode (w k) x := by
  simp_rw [h, Finset.sum_smul, mode, Finset.smul_sum, smul_smul]
  refine Finset.sum_comm.trans ?_
  exact Finset.sum_congr rfl fun k _ => Finset.sum_congr rfl fun j _ => by rw [mul_assoc]

omit [DecidableEq ι] in
/-- Contracting `M x` with an eigenvector of the Hermitian matrix `M` multiplies the
corresponding mode combination by the eigenvalue. -/
theorem mode_eigen [AddCommGroup W] [Module ℂ W] {M : Matrix ι ι ℂ}
    (hM : M.IsHermitian) {ε : ℝ} {w : ι → ℂ} (hw : M *ᵥ w = (ε : ℂ) • w) (x : ι → W) :
    mode w (fun i => ∑ j, M i j • x j) = (ε : ℂ) • mode w x := by
  simp only [mode, Finset.smul_sum, smul_smul]
  refine Finset.sum_comm.trans (Finset.sum_congr rfl fun j _ => ?_)
  rw [← Finset.sum_smul]
  congr 1
  have h := congrArg conj (congrFun hw j)
  simp only [Matrix.mulVec, dotProduct, Pi.smul_apply, smul_eq_mul, map_sum, map_mul,
    Complex.conj_ofReal] at h
  rw [← h]
  refine Finset.sum_congr rfl fun i _ => ?_
  have hs : conj (M j i) = M i j := hM.apply i j
  rw [hs, mul_comm]

/-- For bosonic modes, the annihilation operator of an eigenorbital of `M` has commutator
`ε A` with the one-body Hamiltonian. -/
theorem eigenmode_commutator [AddCommGroup V] [Module ℂ V] {a b : ι → Module.End ℂ V}
    (hab : ∀ k i, a k * b i - b i * a k = if k = i then 1 else 0)
    (haa : ∀ k j, a k * a j = a j * a k) {M : Matrix ι ι ℂ} (hM : M.IsHermitian)
    {ε : ℝ} {w : ι → ℂ} (hw : M *ᵥ w = (ε : ℂ) • w) :
    mode w a * oneBody M b a - oneBody M b a * mode w a = (ε : ℂ) • mode w a := by
  have t : ∀ k i j, a k * (b i * a j) - b i * a j * a k =
      (if k = i then 1 else 0) * a j := by
    intro k i j
    calc _ = (a k * b i - b i * a k) * a j + b i * (a k * a j - a j * a k) := by
          noncomm_ring
      _ = _ := by rw [hab, haa k j, sub_self, mul_zero, add_zero]
  -- the commutator of a single `a k` with the one-body Hamiltonian
  have hk : ∀ k, a k * oneBody M b a - oneBody M b a * a k = ∑ j, M k j • a j := by
    intro k
    simp only [oneBody, Finset.mul_sum, Finset.sum_mul, mul_smul_comm, smul_mul_assoc,
      ← Finset.sum_sub_distrib, ← smul_sub, t]
    rw [Finset.sum_eq_single k]
    · simp
    · intro i _ hi
      simp [Ne.symm hi]
    · simp
  rw [← mode_eigen hM hw a]
  simp only [← hk]
  simp only [mode, Finset.sum_mul, Finset.mul_sum, smul_mul_assoc, mul_smul_comm,
    smul_sub, Finset.sum_sub_distrib]

/-- Multiplication by `X i` and differentiation along `X i` on polynomials in two variables satisfy
the two commutation relations assumed in `eigenmode_commutator`. -/
theorem eigenmode_commutator_witness (k i : Fin 2) :
    let a : Fin 2 → Module.End ℂ (MvPolynomial (Fin 2) ℂ) :=
      fun j => (MvPolynomial.pderiv j).toLinearMap
    let b : Fin 2 → Module.End ℂ (MvPolynomial (Fin 2) ℂ) :=
      fun j => LinearMap.mulLeft ℂ (MvPolynomial.X j)
    a k * b i - b i * a k = (if k = i then 1 else 0) ∧ a k * a i = a i * a k := by
  refine ⟨LinearMap.ext fun p => ?_, LinearMap.ext fun p => ?_⟩
  · change MvPolynomial.pderiv k (MvPolynomial.X i * p) -
      MvPolynomial.X i * MvPolynomial.pderiv k p = _
    rw [Derivation.leibniz, MvPolynomial.pderiv_X]
    by_cases h : k = i
    · subst h; simp
    · simp [h, Ne.symm h]
  · have h : ⁅MvPolynomial.pderiv (R := ℂ) (σ := Fin 2) k,
        MvPolynomial.pderiv (R := ℂ) (σ := Fin 2) i⁆ = 0 := by
      refine MvPolynomial.derivation_ext fun l => ?_
      have hs : ∀ p q : Fin 2, MvPolynomial.pderiv (R := ℂ) p
          (MvPolynomial.pderiv (R := ℂ) q (MvPolynomial.X l)) = 0 := by
        intro p q
        rw [MvPolynomial.pderiv_X]
        by_cases hq : l = q
        · subst hq; simp
        · simp [hq]
      rw [Derivation.commutator_apply, hs, hs, sub_zero, Derivation.zero_apply]
    have hp := congrArg (fun D => D p) h
    simp only [Derivation.commutator_apply, Derivation.zero_apply] at hp
    exact sub_eq_zero.1 hp

variable [NormedAddCommGroup V] [InnerProductSpace ℂ V] {a b : ι → Module.End ℂ V}

omit [DecidableEq ι] in
/-- The one-body Hamiltonian acts by first mixing the annihilated states with `M`. -/
theorem oneBody_apply (M : Matrix ι ι ℂ) (v : V) :
    oneBody M b a v = ∑ i, b i (∑ j, M i j • a j v) := by
  simp [oneBody, LinearMap.sum_apply, map_sum]

omit [DecidableEq ι] in
/-- The expectation of a one-body operator is the sum of its mode coefficients times the
mode occupations. -/
theorem expectation_modes (hadj : ∀ i x y, ⟪a i x, y⟫_ℂ = ⟪x, b i y⟫_ℂ)
    {M : Matrix ι ι ℂ} {c : ι → ℝ} {w : ι → ι → ℂ}
    (h : ∀ i j, M i j = ∑ k, (c k : ℂ) * (w k i * conj (w k j))) (v : V) :
    ⟪v, oneBody M b a v⟫_ℂ =
      ((∑ k, c k * ‖mode (w k) (fun j => a j v)‖ ^ 2 : ℝ) : ℂ) := by
  have hq : ∀ y : V, ((‖y‖ ^ 2 : ℝ) : ℂ) = ⟪y, y⟫_ℂ := fun y =>
    (Complex.ofReal_pow _ _).trans (inner_self_eq_norm_sq_to_K (𝕜 := ℂ) y).symm
  have hl : ∀ k (y : V), ⟪mode (w k) (fun j => a j v), y⟫_ℂ =
      ∑ i, w k i * ⟪a i v, y⟫_ℂ := by
    intro k y
    rw [mode, sum_inner]
    exact Finset.sum_congr rfl fun i _ => by rw [inner_smul_left, Complex.conj_conj]
  rw [oneBody_apply, inner_sum, Complex.ofReal_sum]
  simp_rw [← hadj, mode_expand h, inner_sum, inner_smul_right]
  refine Finset.sum_comm.trans (Finset.sum_congr rfl fun k _ => ?_)
  rw [Complex.ofReal_mul, hq, hl, Finset.mul_sum]
  exact Finset.sum_congr rfl fun i _ => by ring

/-- If every eigenmode either has energy `e` or annihilates `v`, then `M` acts on the
annihilated states `a_i v` as multiplication by `e`. -/
theorem field_equation {M : Matrix ι ι ℂ} {ε : ι → ℝ} {w : ι → ι → ℂ} {e : ℝ} {v : V}
    (hMw : ∀ i j, M i j = ∑ k, (ε k : ℂ) * (w k i * conj (w k j)))
    (h1w : ∀ i j, (1 : Matrix ι ι ℂ) i j =
      ∑ k, ((1 : ℝ) : ℂ) * (w k i * conj (w k j)))
    (h : ∀ k, ε k = e ∨ mode (w k) (fun j => a j v) = 0) (i : ι) :
    ∑ j, M i j • a j v = (e : ℂ) • a i v := by
  have h1 := mode_expand (c := fun _ => 1) h1w (fun j => a j v) i
  have h2 : ∑ j, (1 : Matrix ι ι ℂ) i j • a j v = a i v := by simp [Matrix.one_apply]
  rw [mode_expand hMw (fun j => a j v) i, ← h2, h1, Finset.smul_sum]
  refine Finset.sum_congr rfl fun k _ => ?_
  rcases h k with hk | hk
  · rw [hk, smul_smul]
    simp
  · rw [hk, smul_zero, smul_zero, smul_zero]

/-- A normalised state with total number `n` has real one-body energy at least `n e`, with
equality exactly when every eigenmode of energy above `e` annihilates the state. -/
theorem ground_energy_bound (hadj : ∀ i x y, ⟪a i x, y⟫_ℂ = ⟪x, b i y⟫_ℂ)
    {M : Matrix ι ι ℂ} (hM : M.IsHermitian) {e n : ℝ} (he : IsFloor M e) {v : V}
    (hv : ‖v‖ = 1) (hn : totalNumber b a v = (n : ℂ) • v) :
    (⟪v, oneBody M b a v⟫_ℂ).im = 0 ∧ n * e ≤ (⟪v, oneBody M b a v⟫_ℂ).re ∧
    ((⟪v, oneBody M b a v⟫_ℂ).re = n * e ↔
      ∀ (ε : ℝ) (w : ι → ℂ), e < ε → M *ᵥ w = (ε : ℂ) • w →
        mode w (fun j => a j v) = 0) := by
  obtain ⟨ε, w, hw, hMw, h1w⟩ := eigenmodes hM
  have hE := expectation_modes hadj hMw v
  have hN := expectation_modes hadj (c := fun _ => 1) h1w v
  have h1 : oneBody 1 b a = totalNumber b a := by
    simp [oneBody, totalNumber, Matrix.one_apply]
  have hvv : ⟪v, v⟫_ℂ = 1 := by
    rw [inner_self_eq_norm_sq_to_K, hv]
    simp
  rw [h1, hn, inner_smul_right, hvv, mul_one] at hN
  have hN' := Complex.ofReal_injective hN
  -- the excess energy is carried by the modes above the floor
  have hgap : (⟪v, oneBody M b a v⟫_ℂ).re - n * e =
      ∑ k, (ε k - e) * ‖mode (w k) (fun j => a j v)‖ ^ 2 := by
    rw [hE, Complex.ofReal_re, hN', Finset.sum_mul, ← Finset.sum_sub_distrib]
    exact Finset.sum_congr rfl fun k _ => by ring
  have hnn : ∀ k, 0 ≤ (ε k - e) * ‖mode (w k) (fun j => a j v)‖ ^ 2 := fun k =>
    mul_nonneg (sub_nonneg.2 (he _ _ (hw k).1 (hw k).2)) (sq_nonneg _)
  have hs := Finset.sum_nonneg fun k (_ : k ∈ Finset.univ) => hnn k
  refine ⟨by rw [hE]; exact Complex.ofReal_im _, by linarith, fun h ε' w' hlt hw' => ?_,
    fun h => ?_⟩
  · have hz : ∀ k, ε k = e ∨ mode (w k) (fun j => a j v) = 0 := by
      intro k
      have h0 := (Finset.sum_eq_zero_iff_of_nonneg (fun k _ => hnn k)).1
        (by linarith) k (Finset.mem_univ k)
      rcases mul_eq_zero.1 h0 with h0 | h0
      · exact Or.inl (sub_eq_zero.1 h0)
      · exact Or.inr (norm_eq_zero.1 (pow_eq_zero_iff two_ne_zero |>.1 h0))
    -- contract the field equation with the given eigenvector
    have hm := mode_eigen hM hw' (fun j => a j v)
    simp only [field_equation hMw h1w hz] at hm
    have hm' : mode w' (fun i => (e : ℂ) • a i v) =
        (e : ℂ) • mode w' (fun j => a j v) := by
      simp only [mode, Finset.smul_sum]
      exact Finset.sum_congr rfl fun i _ => smul_comm _ _ _
    rw [hm', ← sub_eq_zero, ← sub_smul] at hm
    refine (smul_eq_zero.1 hm).resolve_left fun h0 => ?_
    exact hlt.ne (Complex.ofReal_injective (sub_eq_zero.1 h0))
  · have h0 : ∑ k, (ε k - e) * ‖mode (w k) (fun j => a j v)‖ ^ 2 = 0 := by
      refine Finset.sum_eq_zero fun k _ => ?_
      rcases (he _ _ (hw k).1 (hw k).2).eq_or_lt with hk | hk
      · rw [← hk, sub_self, zero_mul]
      · rw [h _ _ hk (hw k).2]
        simp
    linarith

/-- A normalised state with total number `n` has energy `n e` exactly when it is an
eigenstate of the one-body Hamiltonian with eigenvalue `n e`. -/
theorem minimal_iff_eigenstate (hadj : ∀ i x y, ⟪a i x, y⟫_ℂ = ⟪x, b i y⟫_ℂ)
    {M : Matrix ι ι ℂ} (hM : M.IsHermitian) {e n : ℝ} (he : IsFloor M e) {v : V}
    (hv : ‖v‖ = 1) (hn : totalNumber b a v = (n : ℂ) • v) :
    (⟪v, oneBody M b a v⟫_ℂ).re = n * e ↔
      oneBody M b a v = ((n * e : ℝ) : ℂ) • v := by
  constructor
  · intro h
    have hA := (ground_energy_bound hadj hM he hv hn).2.2.1 h
    obtain ⟨ε, w, hw, hMw, h1w⟩ := eigenmodes hM
    have hz : ∀ k, ε k = e ∨ mode (w k) (fun j => a j v) = 0 := fun k =>
      (he _ _ (hw k).1 (hw k).2).eq_or_lt.imp Eq.symm fun hk => hA _ _ hk (hw k).2
    have hN : ∑ i, b i (a i v) = (n : ℂ) • v := by
      rw [← hn]
      simp [totalNumber, LinearMap.sum_apply]
    rw [oneBody_apply]
    simp_rw [field_equation hMw h1w hz, map_smul]
    rw [← Finset.smul_sum, hN, smul_smul, Complex.ofReal_mul, mul_comm]
  · intro h
    rw [h, inner_smul_right, inner_self_eq_norm_sq_to_K, hv]
    simp

/-- The map moving the amplitude of basis state `p` to basis state `q` in a space spanned by
a vacuum and two one-particle states. -/
def transfer (p q : Fin 3) : Module.End ℂ (EuclideanSpace ℂ (Fin 3)) where
  toFun x := x p • EuclideanSpace.single q (1 : ℂ)
  map_add' x y := by simp [add_smul]
  map_smul' c x := by simp [mul_smul]

/-- Two modes truncated to at most one particle are adjoint pairs, and the state with one
particle in the first mode is normalised with total number one. -/
theorem ground_energy_bound_witness :
    (∀ (i : Fin 2) (x y : EuclideanSpace ℂ (Fin 3)),
      ⟪transfer i.succ 0 x, y⟫_ℂ = ⟪x, transfer 0 i.succ y⟫_ℂ) ∧
    ‖EuclideanSpace.single (1 : Fin 3) (1 : ℂ)‖ = 1 ∧
    totalNumber (fun i : Fin 2 => transfer 0 i.succ) (fun i => transfer i.succ 0)
      (EuclideanSpace.single 1 1) = ((1 : ℝ) : ℂ) • EuclideanSpace.single 1 1 := by
  refine ⟨fun i x y => ?_, by simp, ?_⟩
  · change ⟪x i.succ • EuclideanSpace.single 0 (1 : ℂ), y⟫_ℂ =
      ⟪x, y 0 • EuclideanSpace.single i.succ (1 : ℂ)⟫_ℂ
    rw [inner_smul_left, inner_smul_right, EuclideanSpace.inner_single_left,
      EuclideanSpace.inner_single_right, map_one, one_mul, one_mul, mul_comm]
  · ext l
    fin_cases l <;> simp [totalNumber, transfer, Fin.sum_univ_succ]

end

end NoninteractingBosons
```

```lean
#print axioms NoninteractingBosons.eigenmode_commutator
-- 'NoninteractingBosons.eigenmode_commutator' depends on axioms: [propext, Classical.choice, Quot.sound]
#print axioms NoninteractingBosons.ground_energy_bound
-- 'NoninteractingBosons.ground_energy_bound' depends on axioms: [propext, Classical.choice, Quot.sound]
#print axioms NoninteractingBosons.minimal_iff_eigenstate
-- 'NoninteractingBosons.minimal_iff_eigenstate' depends on axioms: [propext, Classical.choice, Quot.sound]
```

## How the proof follows the derivation

`eigenmodes` supplies the two expansions from Mathlib's eigenvector basis. `mode_expand` rewrites Σⱼ Mᵢⱼ xⱼ through the orbital combinations, and `expectation_modes` turns the energy into the weighted sum of ‖Aₖv‖². The main theorem uses it twice, for M and for the identity; subtracting the results gives `hgap`, the excess energy.

For equality, `Finset.sum_eq_zero_iff_of_nonneg` makes each term vanish. `field_equation` then yields Σⱼ Mᵢⱼ aⱼv = e aᵢv, and `mode_eigen` contracts it with an arbitrary eigenvector, which takes care of degeneracy. `minimal_iff_eigenstate` applies bᵢ and sums.

`eigenmode_commutator` first computes the commutator of H with a single aₖ, then contracts with w. The two witness theorems give concrete examples: derivatives and multiplications on polynomials satisfy the commutation relations, and two modes truncated to at most one particle satisfy the adjoint relation and contain a normalised state with n = 1.

## Occupations in code, and a non-Hermitian failure

In a finite lattice calculation without interactions, one can diagonalise M and compute the one-body density matrix ρᵢⱼ = ⟨v, bᵢaⱼv⟩. The occupations are

‖Aₖv‖² = Σᵢⱼ wₖ(i) conj(wₖ(j)) ρᵢⱼ,

and their sum over k, weighted by εₖ − e, is the excess energy. Truncated ladder matrices still obey the bound if they remain adjoint pairs and H and N are built from their products.

Hermiticity of M matters. Take two modes with M₁₂ = 1 and all other entries zero, a one-way hop. The only eigenvalue is 0, so e = 0. The one-particle state with amplitudes 1/√2 and −1/√2 has

⟨v, Hv⟩ = (1/√2)(−1/√2) = −1/2,

which lies below n e = 0.
